# Relativistic aberration along an axis is a dilation of $\tan(a/2)$

Take units with the speed of light equal to 1, a velocity $v$ with $|v|<1$, and polar angles $a,b\in[0,\pi)$ measured from the $+z$ axis. Then

$$\cos b=\frac{\cos a+v}{1+v\cos a}\quad\Longleftrightarrow\quad \tan\frac b2=k(v)\tan\frac a2,\qquad k(v)=\sqrt{\frac{1-v}{1+v}} .$$

For a photon with azimuth $\varphi$, the number $\zeta=e^{i\varphi}\tan(a/2)$ is the stereographic coordinate of its direction of propagation, and the boost from the rest frame of a source to a frame in which the source moves with velocity $v$ along $+z$ multiplies $\zeta$ by the real factor $k(v)$. The positive-helicity spinor $(\cos\frac a2,\ e^{i\varphi}\sin\frac a2)$ of a single free massless spin-$\frac12$ particle has $\zeta$ as its component ratio, so for boosts along the quantisation axis the same factor gives the change of that spinor up to normalisation and phase.

```lean
import Mathlib

open Real

namespace AberrationDilation

noncomputable section
```

## Boost, photon momentum and the coordinate $\zeta$

Write a four-momentum as $p=(p_0,p_1,p_2,p_3)$, with $p_0$ the energy and $p_3$ the $z$ component, and set $\gamma=1/\sqrt{1-v^2}$. The boost is

$$p_0'=\gamma(p_0+vp_3),\qquad p_1'=p_1,\qquad p_2'=p_2,\qquad p_3'=\gamma(p_3+vp_0).$$

With this sign, unprimed components belong to the rest frame of a source that moves with velocity $v$ along $z$ in the primed frame, and $|v|<1$ says that the source is slower than light. A photon of energy $E$ has $p=E\,(1,\ \sin a\cos\varphi,\ \sin a\sin\varphi,\ \cos a)$, where the angles give the direction of propagation and not the line of sight back to the source. Its polar angle $b$ in the primed frame satisfies

$$\cos b=\frac{p_3'}{p_0'}=\frac{\gamma E(\cos a+v)}{\gamma E(1+v\cos a)} .$$

The factor $\gamma E$ cancels, which leaves a map on the cosine $c$ alone. It enters as the definition `aberrate`, and `dilation` is $k$.

```lean
/-- The aberration map `c ↦ (c + v) / (1 + v c)` on the cosine of the polar angle. -/
def aberrate (v c : ℝ) : ℝ := (c + v) / (1 + v * c)

/-- The dilation factor `k(v) = √((1 - v) / (1 + v))`. -/
def dilation (v : ℝ) : ℝ := √((1 - v) / (1 + v))
```

Four-momenta are functions `Fin 4 → ℝ`, so `p 0` to `p 3` are $p_0$ to $p_3$.

```lean
/-- The Lorentz boost with velocity `v` along the z axis, acting on a four-momentum
`(p0, p1, p2, p3)`, with `γ = 1 / √(1 - v²)`. -/
def boost (v : ℝ) (p : Fin 4 → ℝ) : Fin 4 → ℝ :=
  ![1 / √(1 - v ^ 2) * (p 0 + v * p 3), p 1, p 2, 1 / √(1 - v ^ 2) * (p 3 + v * p 0)]

/-- The four-momentum of a photon with energy `E`, polar angle `a` and azimuth `φ`. -/
def photon (E a φ : ℝ) : Fin 4 → ℝ :=
  ![E, E * sin a * cos φ, E * sin a * sin φ, E * cos a]
```

A null momentum with positive energy factorises as

$$\begin{pmatrix}p_0+p_3 & p_1-ip_2\\ p_1+ip_2 & p_0-p_3\end{pmatrix}=\xi\xi^\dagger$$

for a two-component spinor $\xi=(\xi_0,\xi_1)$. The first column is $(\xi_0,\xi_1)\,\bar\xi_0$, so $\xi_1/\xi_0=(p_1+ip_2)/(p_0+p_3)$ whenever $p_0+p_3=|\xi_0|^2\neq0$, that is, away from the backward direction. This motivates the definition of `zeta`, which is given directly by the quotient of momentum components and equals the ratio $\xi_1/\xi_0$ of this factorisation when the momentum is null with positive energy; spinors themselves do not occur in the code.

```lean
/-- The complex coordinate `ζ = (p1 + i p2) / (p0 + p3)` of a four-momentum. -/
def zeta (p : Fin 4 → ℝ) : ℂ :=
  ((p 1 : ℂ) + (p 2 : ℂ) * Complex.I) / ((p 0 + p 3 : ℝ) : ℂ)
```

## Squares of the half-angle tangent

For $|v|<1$ the radicand of $k$ is nonnegative, so $k^2=(1-v)/(1+v)$.

```lean
/-- For `|v| < 1` the square of the dilation factor is `(1 - v) / (1 + v)`. -/
theorem dilation_sq {v : ℝ} (hv : |v| < 1) : dilation v ^ 2 = (1 - v) / (1 + v) := by
  obtain ⟨h1, h2⟩ := abs_lt.1 hv
  exact Real.sq_sqrt (div_nonneg (by linarith) (by linarith))
```

For $a\in[0,\pi)$, written `Set.Ico 0 π`, the half angle lies in $[0,\pi/2)$, where the cosine is positive and the sine nonnegative. Hence $\tan(a/2)\ge0$. The double-angle formula $\cos a=2\cos^2(a/2)-1$, which is `hc2`, gives $1+\cos a>0$ and

$$\tan^2\frac a2=\frac{1-\cos^2(a/2)}{\cos^2(a/2)}=\frac{1-\cos a}{1+\cos a}.$$

After cross-multiplication the two sides of the last equality differ by $1+\cos a-2\cos^2(a/2)$, which `linear_combination hc2` sets to zero.

```lean
/-- For a polar angle in `[0, π)`, `tan(a/2)` is nonnegative, `1 + cos a` is positive and
`tan²(a/2) = (1 - cos a) / (1 + cos a)`. -/
theorem half_angle {a : ℝ} (ha : a ∈ Set.Ico 0 π) :
    0 ≤ tan (a / 2) ∧ 0 < 1 + cos a ∧ tan (a / 2) ^ 2 = (1 - cos a) / (1 + cos a) := by
  obtain ⟨h0, h1⟩ := ha
  have hc : 0 < cos (a / 2) := Real.cos_pos_of_mem_Ioo ⟨by linarith, by linarith⟩
  have hs : 0 ≤ sin (a / 2) :=
    Real.sin_nonneg_of_nonneg_of_le_pi (by linarith) (by linarith)
  have hc2 := Real.cos_two_mul (a / 2)
  rw [show 2 * (a / 2) = a by ring] at hc2
  have hcc : 0 < cos (a / 2) ^ 2 := pow_pos hc 2
  have hp : 0 < 1 + cos a := by linarith
  refine ⟨?_, hp, ?_⟩
  · rw [Real.tan_eq_sin_div_cos]
    exact div_nonneg hs hc.le
  · rw [Real.tan_eq_sin_div_cos, div_pow, Real.sin_sq, div_eq_div_iff hcc.ne' hp.ne']
    linear_combination hc2
```

Now let $-1<c\le1$ and $c'=(c+v)/(1+vc)$. Since $|vc|\le|v|<1$, the denominator is positive. Both light-cone combinations factorise,

$$1+c'=\frac{(1+v)(1+c)}{1+vc},\qquad 1-c'=\frac{(1-v)(1-c)}{1+vc},$$

and these are `h1` and `h2`. The first is positive, and in their quotient $1+vc$ cancels:

$$\frac{1-c'}{1+c'}=k^2\,\frac{1-c}{1+c}.$$

```lean
/-- For `|v| < 1` and `-1 < c ≤ 1`, with `c'` the aberrated cosine, `1 + v c` and `1 + c'` are
positive and `(1 - c') / (1 + c') = k² (1 - c) / (1 + c)`. -/
theorem aberrate_ratio {v c : ℝ} (hv : |v| < 1) (hc : -1 < c) (hc1 : c ≤ 1) :
    0 < 1 + v * c ∧ 0 < 1 + aberrate v c ∧
      (1 - aberrate v c) / (1 + aberrate v c) = dilation v ^ 2 * ((1 - c) / (1 + c)) := by
  have habs : |v * c| ≤ |v| := by
    rw [abs_mul]
    exact mul_le_of_le_one_right (abs_nonneg v) (abs_le.2 ⟨hc.le, hc1⟩)
  have hd : 0 < 1 + v * c := by linarith [neg_abs_le (v * c)]
  have hv1 : 0 < 1 + v := by linarith [(abs_lt.1 hv).1]
  have hc0 : 0 < 1 + c := by linarith
  have hd' := hd.ne'
  have hv' := hv1.ne'
  have hc' := hc0.ne'
  -- both light-cone combinations factorise
  have h1 : 1 + aberrate v c = (1 + v) * (1 + c) / (1 + v * c) := by
    rw [aberrate, add_div' _ _ _ hd']
    congr 1
    ring
  have h2 : 1 - aberrate v c = (1 - v) * (1 - c) / (1 + v * c) := by
    rw [aberrate, sub_div' hd']
    congr 1
    ring
  rw [h1, h2, dilation_sq hv]
  refine ⟨hd, by positivity, ?_⟩
  field_simp
```

## The equivalence

Both $\tan(b/2)$ and $k\tan(a/2)$ are nonnegative, so they are equal exactly when their squares are (`sq_eq_sq₀`). With $c'$ now the aberrated value of $c=\cos a$, the two preceding results turn the equality of squares into

$$\frac{1-\cos b}{1+\cos b}=\frac{1-c'}{1+c'} .$$

The denominators are positive, so this is $(1-\cos b)(1+c')=(1-c')(1+\cos b)$. The left side minus the right side equals $2(c'-\cos b)$, which accounts for the coefficient `(-1 / 2)` in the last line. The converse direction is substitution of $\cos b=c'$.

```lean
/-- For `|v| < 1` and polar angles `a, b` in `[0, π)`, `cos b = (cos a + v) / (1 + v cos a)`
holds if and only if `tan(b/2) = k(v) tan(a/2)`. -/
theorem aberration_iff_dilation {v a b : ℝ} (hv : |v| < 1) (ha : a ∈ Set.Ico 0 π)
    (hb : b ∈ Set.Ico 0 π) :
    cos b = aberrate v (cos a) ↔ tan (b / 2) = dilation v * tan (a / 2) := by
  obtain ⟨ta, pa, ea⟩ := half_angle ha
  obtain ⟨tb, pb, eb⟩ := half_angle hb
  obtain ⟨_, pc, ec⟩ := aberrate_ratio hv (by linarith : -1 < cos a) (Real.cos_le_one a)
  have hk : 0 ≤ dilation v := Real.sqrt_nonneg _
  -- both sides are nonnegative, so it suffices to compare squares
  rw [← sq_eq_sq₀ tb (mul_nonneg hk ta), mul_pow, ea, eb, ← ec,
    div_eq_div_iff pb.ne' pc.ne']
  constructor
  · intro h
    rw [h]
  · intro h
    linear_combination (-1 / 2) * h
```

In words, for real $v$ with $|v|<1$ and two polar angles in $[0,\pi)$, the cosine formula and the tangent formula relate the same pairs $(a,b)$. The forward direction $a=0$ is included and is fixed by both. The backward direction $\pi$, where $\zeta$ is infinite, is excluded, and the exclusion matters because Lean assigns $\tan(\pi/2)$ the value 0: the pair $a=\pi$, $b=0$ would then satisfy the tangent formula and violate the cosine formula.

## Velocity addition and rapidity

The collinear sum $(w+v)/(1+vw)$ of two velocities with $|v|,|w|<1$ is the aberration map evaluated at $c=w$. The ratio identity therefore gives $k\big((w+v)/(1+vw)\big)^2=k(v)^2\,(1-w)/(1+w)$, and taking nonnegative roots gives $k(v)\,k(w)$. The theorem concerns the factors only, with the velocity sum written in as a formula.

```lean
/-- For `|v|, |w| < 1` the dilation factor of the relativistic velocity sum
`(w + v) / (1 + v w)` is the product `k(v) k(w)`. -/
theorem dilation_velocity_add {v w : ℝ} (hv : |v| < 1) (hw : |w| < 1) :
    dilation ((w + v) / (1 + v * w)) = dilation v * dilation w := by
  obtain ⟨_, _, h⟩ := aberrate_ratio hv (abs_lt.1 hw).1 (abs_lt.1 hw).2.le
  have hk : 0 ≤ dilation v := Real.sqrt_nonneg _
  change √((1 - aberrate v w) / (1 + aberrate v w)) = dilation v * √((1 - w) / (1 + w))
  rw [h, Real.sqrt_mul (sq_nonneg _), Real.sqrt_sq hk]
```

For a real rapidity $r$ and $v=\tanh r$, one has $1-\tanh r=e^{-r}/\cosh r$ and $1+\tanh r=e^{r}/\cosh r$. The quotient is $(e^{-r})^2$, so $k(\tanh r)=e^{-r}$.

```lean
/-- For the velocity `tanh r` of rapidity `r` the dilation factor is `exp(-r)`. -/
theorem dilation_tanh (r : ℝ) : dilation (tanh r) = exp (-r) := by
  have hc := (Real.cosh_pos r).ne'
  have he := (Real.exp_pos r).ne'
  have h1 : 1 - tanh r = exp (-r) / cosh r := by
    rw [Real.tanh_eq_sinh_div_cosh, ← Real.cosh_sub_sinh, sub_div, div_self hc]
  have h2 : 1 + tanh r = exp r / cosh r := by
    rw [Real.tanh_eq_sinh_div_cosh, ← Real.cosh_add_sinh, add_div, div_self hc]
  have h : (1 - tanh r) / (1 + tanh r) = exp (-r) ^ 2 := by
    rw [h1, h2, Real.exp_neg]
    field_simp
  rw [dilation, h, Real.sqrt_sq (Real.exp_pos _).le]
```

## Angles shrink towards the direction of motion

Let $0<v<1$ and $0<a<\pi$, and let $b\in[0,\pi)$ be the aberrated angle. Then $1-v<1+v$ gives $k^2<1$, and $2k\le k^2+1<2$ gives $k<1$, which is the inequality behind the hint `sq_nonneg (dilation v - 1)`. Since $\tan(a/2)>0$, it follows that $\tan(b/2)=k\tan(a/2)<\tan(a/2)$. The tangent is strictly increasing on $(-\pi/2,\pi/2)$, so $b<a$. The theorem `headlight` states only this inequality between the angles of one ray. The accompanying changes of intensity, solid angle and frequency are not treated.

```lean
/-- For `0 < v < 1` and `0 < a < π`, an angle `b` in `[0, π)` with `cos b = (cos a + v) / (1 + v cos
a)` is smaller than `a`. -/
theorem headlight {v a b : ℝ} (hv0 : 0 < v) (hv1 : v < 1) (ha : a ∈ Set.Ioo 0 π)
    (hb : b ∈ Set.Ico 0 π) (h : cos b = aberrate v (cos a)) : b < a := by
  have hv : |v| < 1 := abs_lt.2 ⟨by linarith, hv1⟩
  have ht := (aberration_iff_dilation hv ⟨ha.1.le, ha.2⟩ hb).1 h
  obtain ⟨a0, a1⟩ := ha
  obtain ⟨b0, b1⟩ := hb
  have hk2 : dilation v ^ 2 < 1 := by
    rw [dilation_sq hv, div_lt_iff₀ (by linarith)]
    linarith
  have hk : dilation v < 1 := by nlinarith [sq_nonneg (dilation v - 1)]
  have tp : 0 < tan (a / 2) :=
    Real.tan_pos_of_pos_of_lt_pi_div_two (by linarith) (by linarith)
  have hlt : tan (b / 2) < tan (a / 2) := by
    rw [ht]
    nlinarith
  have := (Real.strictMonoOn_tan.lt_iff_lt (a := b / 2) (b := a / 2)
    ⟨by linarith, by linarith⟩ ⟨by linarith, by linarith⟩).1 hlt
  linarith
```

## The boost rescales $\zeta$

The boost leaves $p_1+ip_2$ unchanged, while

$$p_0'+p_3'=D\,(p_0+p_3),\qquad D=\gamma(1+v).$$

The nonnegative numbers $k(1+v)$ and $\sqrt{1-v^2}$ have the same square $(1-v)(1+v)$, so they are equal (`hks`), and therefore $kD=1$ (`hkD`). It follows that $D\neq0$, that $p_0'+p_3'\ne0$ whenever $p_0+p_3\neq0$, and that

$$\zeta(p')=\frac{p_1+ip_2}{D\,(p_0+p_3)}=k\,\zeta(p).$$

The last division is isolated as the complex identity `key`. The momentum is not required to be null: any `p` with `p 0 + p 3 ≠ 0` is allowed.

```lean
/-- For `|v| < 1` and `p0 + p3 ≠ 0`, the boosted momentum also has `p0 + p3 ≠ 0` and its coordinate
`ζ` is `k(v)` times the original one. -/
theorem zeta_boost {v : ℝ} (hv : |v| < 1) (p : Fin 4 → ℝ) (hp : p 0 + p 3 ≠ 0) :
    boost v p 0 + boost v p 3 ≠ 0 ∧ zeta (boost v p) = (dilation v : ℂ) * zeta p := by
  obtain ⟨h1, h2⟩ := abs_lt.1 hv
  have hv1 : 0 < 1 + v := by linarith
  have hv' := hv1.ne'
  have hg : 0 < 1 - v ^ 2 := by nlinarith
  have hs : √(1 - v ^ 2) ≠ 0 := (Real.sqrt_pos.2 hg).ne'
  have hk : 0 ≤ dilation v := Real.sqrt_nonneg _
  have hks : dilation v * (1 + v) = √(1 - v ^ 2) := by
    apply (sq_eq_sq₀ (mul_nonneg hk hv1.le) (Real.sqrt_nonneg _)).1
    rw [mul_pow, dilation_sq hv, Real.sq_sqrt hg.le, div_mul_eq_mul_div, div_eq_iff hv']
    ring
  -- the light-cone component is rescaled by `D = γ (1 + v)`, and `k D = 1`
  obtain ⟨D, hD⟩ : ∃ D, D = 1 / √(1 - v ^ 2) * (1 + v) := ⟨_, rfl⟩
  have hkD : dilation v * D = 1 := by
    rw [hD, mul_left_comm, hks, one_div, inv_mul_cancel₀ hs]
  have e : boost v p 0 + boost v p 3 = D * (p 0 + p 3) := by
    change 1 / √(1 - v ^ 2) * (p 0 + v * p 3) + 1 / √(1 - v ^ 2) * (p 3 + v * p 0) = _
    rw [hD]
    ring
  have e1 : boost v p 1 = p 1 := rfl
  have e2 : boost v p 2 = p 2 := rfl
  have key : ∀ k D S z : ℂ, k * D = 1 → S ≠ 0 → z / (D * S) = k * (z / S) := by
    intro k D S z h hS
    have hz := div_mul_cancel₀ z hS
    rw [div_eq_iff (mul_ne_zero (right_ne_zero_of_mul_eq_one h) hS)]
    linear_combination (-1) * hz - (z / S * S) * h
  refine ⟨e ▸ mul_ne_zero (right_ne_zero_of_mul_eq_one hkD) hp, ?_⟩
  rw [zeta, zeta, e, e1, e2, Complex.ofReal_mul]
  exact key _ _ _ _ (by exact_mod_cast hkD) (Complex.ofReal_ne_zero.2 hp)
```

For a photon with $E>0$ and $a\in[0,\pi)$, the denominator is $E(1+\cos a)>0$ and the numerator is $E\sin a\,(\cos\varphi+i\sin\varphi)$. The half-angle identity

$$\tan\frac a2\,(1+\cos a)=2\tan\frac a2\cos^2\frac a2=2\sin\frac a2\cos\frac a2=\sin a$$

is `h`, assembled from the double-angle formulas `hc2` and `hs` and from `ht`, which says $\tan(a/2)\cos(a/2)=\sin(a/2)$. Euler's formula then gives $\zeta=e^{i\varphi}\tan(a/2)$, independent of the energy.

```lean
/-- For a photon with `E > 0` and polar angle in `[0, π)`, `p0 + p3 ≠ 0` and the `ζ` coordinate
equals `exp(iφ) tan(a/2)`. -/
theorem zeta_photon {E a : ℝ} (φ : ℝ) (hE : 0 < E) (ha : a ∈ Set.Ico 0 π) :
    photon E a φ 0 + photon E a φ 3 ≠ 0 ∧
      zeta (photon E a φ) = Complex.exp (φ * Complex.I) * (tan (a / 2) : ℝ) := by
  have hp := (half_angle ha).2.1
  obtain ⟨h0, h1⟩ := ha
  have hne : E + E * cos a ≠ 0 := by
    have := mul_pos hE hp
    intro h
    linarith
  have hc : 0 < cos (a / 2) := Real.cos_pos_of_mem_Ioo ⟨by linarith, by linarith⟩
  have hc2 := Real.cos_two_mul (a / 2)
  have hs := Real.sin_two_mul (a / 2)
  rw [show 2 * (a / 2) = a by ring] at hc2 hs
  have ht := Real.tan_mul_cos hc.ne'
  have h : tan (a / 2) * (1 + cos a) = sin a := by
    linear_combination tan (a / 2) * hc2 + 2 * cos (a / 2) * ht - hs
  have hC : ((tan (a / 2) * (1 + cos a) : ℝ) : ℂ) = ((sin a : ℝ) : ℂ) := by rw [h]
  refine ⟨hne, ?_⟩
  change (((E * sin a * cos φ : ℝ) : ℂ) + ((E * sin a * sin φ : ℝ) : ℂ) * Complex.I) /
    ((E + E * cos a : ℝ) : ℂ) = _
  rw [div_eq_iff (Complex.ofReal_ne_zero.2 hne), Complex.exp_mul_I]
  push_cast at hC ⊢
  linear_combination (-(E * (Complex.cos φ + Complex.sin φ * Complex.I))) * hC
```

Suppose finally that the boost carries the photon $(E,a,\varphi)$ to a photon of energy $E'>0$, polar angle $b\in[0,\pi)$ and azimuth $\psi$. Evaluating $\zeta$ on both momenta and applying the rescaling gives

$$e^{i\psi}\tan\frac b2=k(v)\,e^{i\varphi}\tan\frac a2 .$$

That the boosted momentum has the form `photon E' b ψ` is the hypothesis `h`; it is assumed and not derived, and $E'$ is not computed. The boost is along the polar axis of the coordinate $\zeta$, and other boost directions and rotations are not treated. The modulus of the displayed equation is the tangent formula, and hence the cosine formula for a boosted photon, but no theorem here takes that step, and the quotient $p_3'/p_0'$ and the spinor factorisation, used above as motivation, are not formalised.

```lean
/-- If a boost with `|v| < 1` carries the photon `(E, a, φ)` to the photon `(E', b, ψ)`, with
positive energies and polar angles in `[0, π)`, then
`exp(iψ) tan(b/2) = k(v) exp(iφ) tan(a/2)`. -/
theorem photon_boost_dilation {v E E' a b φ ψ : ℝ} (hv : |v| < 1) (hE : 0 < E) (hE' : 0 < E')
    (ha : a ∈ Set.Ico 0 π) (hb : b ∈ Set.Ico 0 π)
    (h : boost v (photon E a φ) = photon E' b ψ) :
    Complex.exp (ψ * Complex.I) * (tan (b / 2) : ℝ) =
      (dilation v : ℂ) * (Complex.exp (φ * Complex.I) * (tan (a / 2) : ℝ)) := by
  obtain ⟨hn, hz⟩ := zeta_photon φ hE ha
  rw [← (zeta_photon ψ hE' hb).2, ← hz, ← h]
  exact (zeta_boost hv _ hn).2

end

end AberrationDilation
```

```lean
#print axioms AberrationDilation.aberration_iff_dilation
#print axioms AberrationDilation.dilation_tanh
#print axioms AberrationDilation.headlight
#print axioms AberrationDilation.photon_boost_dilation
```

```
'AberrationDilation.aberration_iff_dilation' depends on axioms: [propext, Classical.choice, Quot.sound]
'AberrationDilation.dilation_tanh' depends on axioms: [propext, Classical.choice, Quot.sound]
'AberrationDilation.headlight' depends on axioms: [propext, Classical.choice, Quot.sound]
'AberrationDilation.photon_boost_dilation' depends on axioms: [propext, Classical.choice, Quot.sound]
```
